# The determinant of the mode matrix is a polynomial in the Bloch factor

For finite square complex matrices $H_0$ and $H_1$, a real energy $E$ and a complex Bloch factor $z$, the mode matrix is $z^2 H_1 + z(H_0 - E) + H_1^\dagger$. This is the form taken by the Bloch equation of a non-interacting periodic chain with cell block $H_0$ and nearest-neighbour coupling $H_1$, once multiplied through by $z$. The lemma `eval_modePoly` says that forming the determinant with an indeterminate `X` and then setting `X` to $z$ gives the determinant of the mode matrix at $z$; it needs neither $H_0$ Hermitian nor $z$ non-zero. The proof treats evaluation at $z$ as a ring homomorphism, moves it inside the determinant, and compares the two matrices entry by entry, leaving each entry to `simp`.

Lean 4 with Mathlib refuses this proof:

```lean
import Mathlib

open Polynomial Matrix

namespace LeadModeCounting

noncomputable section

variable {n : Type*} [Fintype n] [DecidableEq n]

/-- The matrix `z² H1 + z (H0 - E) + H1ᴴ` acting on the cell amplitude of a mode with
Bloch factor `z`. -/
def modeMatrix (H0 H1 : Matrix n n ℂ) (E : ℝ) (z : ℂ) : Matrix n n ℂ :=
  z ^ 2 • H1 + z • (H0 - (E : ℂ) • (1 : Matrix n n ℂ)) + H1ᴴ

/-- The determinant of the mode matrix as a polynomial in the Bloch factor. -/
def modePoly (H0 H1 : Matrix n n ℂ) (E : ℝ) : ℂ[X] :=
  Matrix.det (Matrix.of fun i j =>
    X ^ 2 * C (H1 i j) + X * C ((H0 - (E : ℂ) • (1 : Matrix n n ℂ)) i j) + C (H1ᴴ i j))

/-- The mode polynomial at `z` is the determinant of the mode matrix at `z`. -/
theorem eval_modePoly (H0 H1 : Matrix n n ℂ) (E : ℝ) (z : ℂ) :
    (modePoly H0 H1 E).eval z = (modeMatrix H0 H1 E z).det := by
  rw [← Polynomial.coe_evalRingHom, modePoly, RingHom.map_det]
  congr 1
  ext i j
  simp [modeMatrix]

end

end LeadModeCounting
```

Compiling this gives:

```
Main.lean:23:62: error: unsolved goals
n : Type u_1
inst✝¹ : Fintype n
inst✝ : DecidableEq n
H0 H1 : Matrix n n ℂ
E : ℝ
z : ℂ
i j : n
⊢ H1 i j * z ^ 2 = z ^ 2 * H1 i j
```

Fix (accepted with no message):

```diff
@@ -26,4 +26,5 @@
   ext i j
   simp [modeMatrix]
+  ring
 
 end
```

The one error, `unsolved goals`, means that the proof ended with something still to show. What remains is `H1 i j * z ^ 2 = z ^ 2 * H1 i j`, so the passage through the determinant worked and `simp` disposed of the other terms of the entry. Only the quadratic term is left, with its factors in opposite orders on the two sides.

The order differs because `simp` prefers constants to the left of powers of `X`. It rewrites `X ^ 2 * C (H1 i j)` as `C (H1 i j) * X ^ 2`, which evaluates to `H1 i j * z ^ 2`, while the entry of the mode matrix keeps `z ^ 2` in front. The two products are equal because complex multiplication is commutative, but `mul_comm` is not among the lemmas `simp` uses by default, so it stops there.

The added line `ring` proves identities in commutative rings, and this closes the goal.
